# A Laplacian gap bounds the seriation cost of every element ordering from below

A search for a one-dimensional chemical scale can return an ordering of the elements with a low cost and still leave open whether a much lower one exists. There are $n!$ orderings of $n$ elements, too many to list for most of the periodic table. A lower bound common to all orderings limits how much any further search could gain. The cost here is the sum, over pairs of elements, of a substitution weight times the squared difference of their positions in the ordering. The bound needs symmetric weights and a known constant $c$ that satisfies a gap condition on their Laplacian.

In Lean 4 with Mathlib:

```lean
import Mathlib

open Matrix

namespace StructureMapSeriation

noncomputable section

variable {n : ℕ}
```

## Weights, scales and cost

The elements are labelled by `Fin n`, that is, $0,\dots,n-1$. A real matrix $W$ holds their pairwise substitution weights: a large positive $W_{ij}$ says that $i$ and $j$ readily replace each other in a structure. Negative weights are allowed. The Laplacian is $L=\mathrm{diag}\big(\sum_j W_{ij}\big)-W$, in which the diagonal of $W$ cancels.

```lean
/-- The Laplacian of a substitution matrix: row sums on the diagonal, minus the matrix. -/
def substLaplacian (W : Matrix (Fin n) (Fin n) ℝ) : Matrix (Fin n) (Fin n) ℝ :=
  Matrix.diagonal (fun i => ∑ j, W i j) - W
```

A scale $y$ gives each element a real coordinate. Its cost
$$C(y)=\sum_{i<j}W_{ij}(y_i-y_j)^2$$
penalises placing substitutable elements far apart.

```lean
/-- The seriation cost of a chemical scale `y`: the sum over pairs `i < j` of the
substitution weight times the squared distance on the scale. -/
def seriationCost (W : Matrix (Fin n) (Fin n) ℝ) (y : Fin n → ℝ) : ℝ :=
  ∑ i, ∑ j, if i < j then W i j * (y i - y j) ^ 2 else 0
```

The gap condition is $\langle y,Ly\rangle\ge c\,\langle y,y\rangle$ whenever $\sum_i y_i=0$. For symmetric $W$ it says that every zero-sum scale costs at least $c$ per unit of squared length, as shown below. If, in addition, some but not all of the elements form a group that has zero weight with all the others, a nonzero zero-sum scale constant on each side costs nothing, which forces $c\le 0$. The condition is assumed; for a given symmetric $W$ with $n\ge2$, the best $c$ is the smallest eigenvalue of $L$ on zero-sum vectors.

```lean
/-- The Laplacian form is at least `c` times the squared length on zero-sum scales. -/
def HasGap (W : Matrix (Fin n) (Fin n) ℝ) (c : ℝ) : Prop :=
  ∀ y : Fin n → ℝ, ∑ i, y i = 0 → c * (y ⬝ᵥ y) ≤ y ⬝ᵥ (substLaplacian W *ᵥ y)
```

An ordering is a permutation $p$, read as equally spaced real positions $p_i\in\{0,\dots,n-1\}$.

```lean
/-- The position `0, ..., n-1` of each element in the ordering `p`, as a real number. -/
def position (p : Equiv.Perm (Fin n)) (i : Fin n) : ℝ := ((p i : ℕ) : ℝ)
```

Measured from the middle, the positions are $x_i=p_i-(n-1)/2$.

```lean
/-- The position of each element measured from the middle `(n-1)/2` of the ordering. -/
def centred (p : Equiv.Perm (Fin n)) (i : Fin n) : ℝ := position p i - ((n : ℝ) - 1) / 2
```

## The Laplacian form is the cost

Expanding the definition of $L$ gives
$$(Ly)_i=\sum_j W_{ij}y_i-\sum_j W_{ij}y_j=\sum_j W_{ij}(y_i-y_j).$$

```lean
/-- The Laplacian acts on a scale by weighted differences. -/
theorem substLaplacian_apply (W : Matrix (Fin n) (Fin n) ℝ) (y : Fin n → ℝ) (i : Fin n) :
    (substLaplacian W *ᵥ y) i = ∑ j, W i j * (y i - y j) := by
  rw [substLaplacian, Matrix.sub_mulVec, Pi.sub_apply, Matrix.mulVec_diagonal]
  simp only [Matrix.mulVec, dotProduct, mul_sub, Finset.sum_sub_distrib, Finset.sum_mul]
```

Hence $\langle y,Ly\rangle=\sum_{i,j}W_{ij}\,y_i(y_i-y_j)$. Exchanging $i$ and $j$ and using $W_{ij}=W_{ji}$ turns this into $\sum_{i,j}W_{ij}\,y_j(y_j-y_i)$. Adding the two forms,
$$2\langle y,Ly\rangle=\sum_{i,j}W_{ij}(y_i-y_j)^2=2C(y).$$
In the proof, `hT` is the exchange, `hD` splits the sum into $i<j$, $i=j$ and $j<i$, and `hC` identifies the two halves.

```lean
/-- For symmetric weights the Laplacian form of a scale is its seriation cost. -/
theorem laplacian_form_eq_cost {W : Matrix (Fin n) (Fin n) ℝ} (hW : W.IsSymm)
    (y : Fin n → ℝ) : y ⬝ᵥ (substLaplacian W *ᵥ y) = seriationCost W y := by
  have hS : y ⬝ᵥ (substLaplacian W *ᵥ y) = ∑ i, ∑ j, y i * (W i j * (y i - y j)) := by
    simp only [dotProduct, substLaplacian_apply, Finset.mul_sum]
  -- exchange the two elements of each pair
  have hT : ∑ i, ∑ j, y i * (W i j * (y i - y j))
      = ∑ i, ∑ j, y j * (W i j * (y j - y i)) := by
    rw [Finset.sum_comm]
    refine Finset.sum_congr rfl fun i _ => Finset.sum_congr rfl fun j _ => ?_
    rw [hW.apply i j]
  have hD : ∑ i, ∑ j, y i * (W i j * (y i - y j)) + ∑ i, ∑ j, y j * (W i j * (y j - y i))
      = seriationCost W y
        + ∑ i, ∑ j, if j < i then W j i * (y j - y i) ^ 2 else 0 := by
    simp only [seriationCost, ← Finset.sum_add_distrib]
    refine Finset.sum_congr rfl fun i _ => Finset.sum_congr rfl fun j _ => ?_
    rcases lt_trichotomy i j with h | h | h
    · rw [if_pos h, if_neg (lt_asymm h)]
      ring
    · subst h
      simp
    · rw [if_neg (lt_asymm h), if_pos h, hW.apply i j]
      ring
  have hC : (∑ i, ∑ j, if j < i then W j i * (y j - y i) ^ 2 else 0)
      = seriationCost W y := Finset.sum_comm
  linarith
```

## The bound for every ordering

A permutation only reorders sums over positions, so $\sum_i x_i=\sum_{k=0}^{n-1}k-n(n-1)/2=0$ and
$$\langle x,x\rangle=\frac{n(n-1)(2n-1)}6-\frac{n(n-1)^2}2+\frac{n(n-1)^2}4=\frac{n(n^2-1)}{12}.$$
The sums `h1` and `h2` are proved by induction for an arbitrary offset $a$; `Equiv.sum_comp` removes the permutation.

```lean
/-- The centred positions of any ordering sum to zero, and their squares sum to
`n(n²-1)/12`. -/
theorem centred_moments (p : Equiv.Perm (Fin n)) :
    ∑ i, centred p i = 0 ∧
      centred p ⬝ᵥ centred p = (n : ℝ) * ((n : ℝ) ^ 2 - 1) / 12 := by
  have h1 : ∀ (a : ℝ) (m : ℕ), ∑ k ∈ Finset.range m, ((k : ℝ) - a)
      = (m : ℝ) * (m - 1) / 2 - m * a := by
    intro a m
    induction m with
    | zero => simp
    | succ m ih => rw [Finset.sum_range_succ, ih]; push_cast; ring
  have h2 : ∀ (a : ℝ) (m : ℕ), ∑ k ∈ Finset.range m, ((k : ℝ) - a) ^ 2
      = (m : ℝ) * (m - 1) * (2 * m - 1) / 6 - a * m * (m - 1) + m * a ^ 2 := by
    intro a m
    induction m with
    | zero => simp
    | succ m ih => rw [Finset.sum_range_succ, ih]; push_cast; ring
  -- a permutation only reorders the sums over positions
  constructor
  · have e : ∑ i, centred p i = ∑ k : Fin n, (((k : ℕ) : ℝ) - ((n : ℝ) - 1) / 2) :=
      Equiv.sum_comp p (fun k : Fin n => ((k : ℕ) : ℝ) - ((n : ℝ) - 1) / 2)
    rw [e, Fin.sum_univ_eq_sum_range (fun k : ℕ => (k : ℝ) - ((n : ℝ) - 1) / 2) n, h1]
    ring
  · have e : centred p ⬝ᵥ centred p
        = ∑ k : Fin n, (((k : ℕ) : ℝ) - ((n : ℝ) - 1) / 2) ^ 2 := by
      rw [← Equiv.sum_comp p (fun k : Fin n => (((k : ℕ) : ℝ) - ((n : ℝ) - 1) / 2) ^ 2)]
      exact Finset.sum_congr rfl fun i _ => (sq (centred p i)).symm
    rw [e, Fin.sum_univ_eq_sum_range (fun k : ℕ => ((k : ℝ) - ((n : ℝ) - 1) / 2) ^ 2) n, h2]
    ring
```

Centring leaves differences unchanged, $x_i-x_j=p_i-p_j$, so $C(p)=C(x)=\langle x,Lx\rangle$.

```lean
/-- For symmetric weights the seriation cost of an ordering is the Laplacian form of its centred
positions. -/
theorem cost_eq_centred_form {W : Matrix (Fin n) (Fin n) ℝ} (hW : W.IsSymm)
    (p : Equiv.Perm (Fin n)) :
    seriationCost W (position p) = centred p ⬝ᵥ (substLaplacian W *ᵥ centred p) := by
  rw [laplacian_form_eq_cost hW]
  simp only [seriationCost, centred, sub_sub_sub_cancel_right]
```

Applying the gap condition to $x$ gives
$$C(p)\ge c\,\langle x,x\rangle=c\,\frac{n(n^2-1)}{12}.$$
For structure maps used in crystal-structure prediction, this is a floor for the quadratic cost of scales with unit spacing between neighbours and fixed weights; it does not construct a best ordering.

```lean
/-- For symmetric weights every ordering of the elements has seriation cost at least `c n(n²-1)/12`,
where `c` bounds the Laplacian form from below on zero-sum scales. -/
theorem seriation_bound {W : Matrix (Fin n) (Fin n) ℝ} (hW : W.IsSymm) {c : ℝ}
    (hgap : HasGap W c) (p : Equiv.Perm (Fin n)) :
    c * ((n : ℝ) * ((n : ℝ) ^ 2 - 1) / 12) ≤ seriationCost W (position p) := by
  rw [cost_eq_centred_form hW, ← (centred_moments p).2]
  exact hgap _ (centred_moments p).1
```

## When the bound is attained

Let $x$ be any zero-sum scale with $\langle x,Lx\rangle=c\langle x,x\rangle$, and let $r=Lx-cx$. By symmetry of $W$ the entries of $Lx$ sum to zero, so $r$ is zero-sum too. Put $Q(y)=\langle y,Ly\rangle-c\langle y,y\rangle$. Since $L$ is symmetric and $Q(x)=0$, the gap condition gives, for all real $t$,
$$0\le Q(x+tr)=2t\,\langle r,r\rangle+t^2Q(r).$$
The discriminant $4\langle r,r\rangle^2$ cannot be positive, so $r=0$ and $Lx=cx$. Conversely, the inner product of $Lx=cx$ with $x$ returns the equality. The quadratic is `hq`, and `discrim_le_zero` supplies the discriminant step.

```lean
/-- For symmetric weights satisfying the gap condition with `c`, a zero-sum scale attains the gap
bound exactly when the Laplacian multiplies it by `c`. -/
theorem gap_attained_iff {W : Matrix (Fin n) (Fin n) ℝ} (hW : W.IsSymm) {c : ℝ}
    (hgap : HasGap W c) {x : Fin n → ℝ} (hx : ∑ i, x i = 0) :
    x ⬝ᵥ (substLaplacian W *ᵥ x) = c * (x ⬝ᵥ x) ↔ substLaplacian W *ᵥ x = c • x := by
  constructor
  · intro h
    have hL : (substLaplacian W)ᵀ = substLaplacian W := by
      rw [substLaplacian, Matrix.transpose_sub, Matrix.diagonal_transpose, hW.eq]
    have hsum : ∑ i, (substLaplacian W *ᵥ x) i = 0 := by
      simp only [substLaplacian_apply]
      have e : ∑ i, ∑ j, W i j * (x i - x j) = ∑ i, ∑ j, -(W i j * (x i - x j)) := by
        rw [Finset.sum_comm]
        refine Finset.sum_congr rfl fun i _ => Finset.sum_congr rfl fun j _ => ?_
        rw [hW.apply i j]
        ring
      simp only [Finset.sum_neg_distrib] at e
      linarith
    -- the residual r is itself a zero-sum scale
    obtain ⟨r, hr⟩ : ∃ r, r = substLaplacian W *ᵥ x - c • x := ⟨_, rfl⟩
    have hr0 : ∑ i, r i = 0 := by
      rw [hr]
      simp only [Pi.sub_apply, Pi.smul_apply, smul_eq_mul]
      rw [Finset.sum_sub_distrib, ← Finset.mul_sum, hx, hsum]
      ring
    have hs : r ⬝ᵥ r = r ⬝ᵥ (substLaplacian W *ᵥ x) - c * (r ⬝ᵥ x) := by
      have e : r ⬝ᵥ r = r ⬝ᵥ (substLaplacian W *ᵥ x - c • x) :=
        congrArg (fun v => r ⬝ᵥ v) hr
      rw [e, dotProduct_sub, dotProduct_smul, smul_eq_mul]
    have hc : x ⬝ᵥ (substLaplacian W *ᵥ r) = r ⬝ᵥ (substLaplacian W *ᵥ x) := by
      rw [Matrix.dotProduct_mulVec, ← Matrix.mulVec_transpose, hL, dotProduct_comm]
    -- perturb x along r: a nonnegative quadratic in t without constant term
    have hq : ∀ t : ℝ, 0 ≤ (r ⬝ᵥ (substLaplacian W *ᵥ r) - c * (r ⬝ᵥ r)) * (t * t)
        + (2 * (r ⬝ᵥ r)) * t + 0 := by
      intro t
      have h1 := hgap (x + t • r)
        (by simp [Finset.sum_add_distrib, ← Finset.mul_sum, hx, hr0])
      simp only [Matrix.mulVec_add, Matrix.mulVec_smul, dotProduct_add, add_dotProduct,
        dotProduct_smul, smul_dotProduct, smul_eq_mul] at h1
      rw [hc, dotProduct_comm x r] at h1
      linear_combination h1 + h - 2 * t * hs
    have hd := discrim_le_zero hq
    unfold discrim at hd
    have h2 : (r ⬝ᵥ r) ^ 2 = 0 := le_antisymm (by linarith) (sq_nonneg _)
    have h3 : r = 0 := dotProduct_self_eq_zero.mp (pow_eq_zero_iff two_ne_zero |>.mp h2)
    exact sub_eq_zero.mp (hr.symm.trans h3)
  · intro h
    rw [h, dotProduct_smul, smul_eq_mul]
```

For an ordering, equality therefore means that its centred positions satisfy $Lx=cx$. A general $W$ need not admit such an ordering.

```lean
/-- For symmetric weights satisfying the gap condition with `c`, an ordering attains the seriation
bound exactly when the Laplacian multiplies its centred positions by `c`. -/
theorem seriation_bound_attained_iff {W : Matrix (Fin n) (Fin n) ℝ} (hW : W.IsSymm) {c : ℝ}
    (hgap : HasGap W c) (p : Equiv.Perm (Fin n)) :
    seriationCost W (position p) = c * ((n : ℝ) * ((n : ℝ) ^ 2 - 1) / 12) ↔
      substLaplacian W *ᵥ centred p = c • centred p := by
  rw [cost_eq_centred_form hW, ← (centred_moments p).2]
  exact gap_attained_iff hW hgap (centred_moments p).1
```

If all weights equal $w$, then for zero-sum $y$
$$(Ly)_i=w\sum_j(y_i-y_j)=nw\,y_i.$$
The gap condition holds with $c=nw$, and every ordering attains the bound: uniform weights express no preference among orderings.

```lean
/-- If all pairs have the same weight `w`, the gap condition holds with `c = n w` and every
ordering attains the seriation bound. -/
theorem uniform_weights_sharp (w : ℝ) (p : Equiv.Perm (Fin n)) :
    HasGap (Matrix.of fun _ _ : Fin n => w) (n * w) ∧
      seriationCost (Matrix.of fun _ _ : Fin n => w) (position p)
        = n * w * ((n : ℝ) * ((n : ℝ) ^ 2 - 1) / 12) := by
  have hL : ∀ y : Fin n → ℝ, ∑ i, y i = 0 →
      substLaplacian (Matrix.of fun _ _ : Fin n => w) *ᵥ y = ((n : ℝ) * w) • y := by
    intro y hy
    ext i
    rw [substLaplacian_apply]
    simp only [Matrix.of_apply, Pi.smul_apply, smul_eq_mul]
    rw [← Finset.mul_sum, Finset.sum_sub_distrib, hy, Finset.sum_const, Finset.card_univ,
      Fintype.card_fin, nsmul_eq_mul]
    ring
  have hW : (Matrix.of fun _ _ : Fin n => w).IsSymm := Matrix.IsSymm.ext fun _ _ => rfl
  have hgap : HasGap (Matrix.of fun _ _ : Fin n => w) (n * w) := by
    intro y hy
    rw [hL y hy, dotProduct_smul, smul_eq_mul]
  exact ⟨hgap, (seriation_bound_attained_iff hW hgap p).mpr (hL _ (centred_moments p).1)⟩

end

end StructureMapSeriation
```

```lean
#print axioms StructureMapSeriation.seriation_bound
#print axioms StructureMapSeriation.uniform_weights_sharp
```

```
'StructureMapSeriation.seriation_bound' depends on axioms: [propext, Classical.choice, Quot.sound]
'StructureMapSeriation.uniform_weights_sharp' depends on axioms: [propext, Classical.choice, Quot.sound]
```
